# The logarithmic gradient of a Gaussian density exp(−α|y − A|²) is −2α(x − A)

The declaration `gaussian_logGradient` concerns the unnormalised Gaussian density n(y) = exp(−α|y − A|²) on a complete real inner product space, with any real exponent α and any centre A. It states that n is differentiable at every point x, and that its logarithmic gradient ∇n/n there equals −2α(x − A). The attempt gets the derivative of n from the chain rule, then proves the vector identity by taking the inner product of both sides with an arbitrary vector v. An intermediate step, `hv`, writes the derivative applied to v as n(x) · (−α · 2⟨x − A, v⟩), after which the nonzero factor n(x) cancels.

In Lean, a first try:

```lean
import Mathlib

open scoped InnerProductSpace

namespace NonadditiveWeizsaecker

noncomputable section

variable {E : Type*} [NormedAddCommGroup E] [InnerProductSpace ℝ E] [CompleteSpace E]

/-- The logarithmic gradient `∇n / n` of a density. -/
def logGradient (n : E → ℝ) (x : E) : E :=
  (n x)⁻¹ • gradient n x

/-- The density `exp (-α |y - A|²)` with exponent `α` and centre `A`. -/
def gaussian (α : ℝ) (A : E) (y : E) : ℝ :=
  Real.exp (-α * ‖y - A‖ ^ 2)

/-- The inner product of the gradient with a vector `v` is `fderiv ℝ f x` applied to `v`. -/
theorem inner_gradient (f : E → ℝ) (x v : E) :
    inner ℝ (gradient f x) v = fderiv ℝ f x v := by
  unfold gradient
  exact InnerProductSpace.toDual_symm_apply

/-- The density `exp (-α |y - A|²)` is differentiable, and its logarithmic gradient at `x`
is `-2 α (x - A)`. -/
theorem gaussian_logGradient (α : ℝ) (A x : E) :
    DifferentiableAt ℝ (gaussian α A) x ∧
      logGradient (gaussian α A) x = (-2 * α) • (x - A) := by
  have h := ((((hasFDerivAt_id (𝕜 := ℝ) x).sub_const A).norm_sq).const_mul (-α)).exp
  have hf : fderiv ℝ (gaussian α A) x = _ := h.fderiv
  refine ⟨h.differentiableAt, ?_⟩
  apply ext_inner_right ℝ
  intro v
  have hv : fderiv ℝ (gaussian α A) x v =
      gaussian α A x * (-α * (2 * inner ℝ (x - A) v)) := by
    rw [hf]
    simp [gaussian]
  have hne : gaussian α A x ≠ 0 := (Real.exp_pos _).ne'
  rw [logGradient, real_inner_smul_left, real_inner_smul_left, inner_gradient, hv,
    ← mul_assoc, inv_mul_cancel₀ hne]
  ring

end

end NonadditiveWeizsaecker
```

The compiler's answer:

```
Main.lean:36:57: error: unsolved goals
E : Type u_1
inst✝² : NormedAddCommGroup E
inst✝¹ : InnerProductSpace ℝ E
inst✝ : CompleteSpace E
α : ℝ
A x : E
h :
  HasFDerivAt (fun x => Real.exp (-α * ‖id x - A‖ ^ 2))
    (Real.exp (-α * ‖id x - A‖ ^ 2) • -α • 2 • (innerSL ℝ) (id x - A) ∘SL ContinuousLinearMap.id ℝ E) x
hf :
  fderiv ℝ (gaussian α A) x =
    Real.exp (-α * ‖id x - A‖ ^ 2) • -α • 2 • (innerSL ℝ) (id x - A) ∘SL ContinuousLinearMap.id ℝ E
v : E
⊢ ⟪x, v⟫_ℝ - ⟪A, v⟫_ℝ = ⟪x - A, v⟫_ℝ ∨ α = 0
```

This version goes through:

```diff
@@ -36,5 +36,5 @@
       gaussian α A x * (-α * (2 * inner ℝ (x - A) v)) := by
     rw [hf]
-    simp [gaussian]
+    simp [gaussian, inner_sub_left]
   have hne : gaussian α A x ≠ 0 := (Real.exp_pos _).ne'
   rw [logGradient, real_inner_smul_left, real_inner_smul_left, inner_gradient, hv,
```

Diagnosis. The error says that `simp [gaussian]` left a goal open in the proof of `hv`. What remains is `⟪x, v⟫_ℝ - ⟪A, v⟫_ℝ = ⟪x - A, v⟫_ℝ ∨ α = 0`. The alternative `α = 0` is there because `simp` cancelled the common factor α, which is allowed only if α is nonzero or the other factors agree.

The first alternative is true, but its two sides are in different forms. On the left, the derivative contains the linear map `(innerSL ℝ) (id x - A)`, and `simp` split it over the subtraction before applying it to `v`. On the right, the inner product was written directly as `inner ℝ (x - A) v`, and `simp` did not split it, since the lemma for that, `inner_sub_left`, was not among the rules it was using.

The repair passes `inner_sub_left` to `simp`. The right side then also becomes `⟪x, v⟫_ℝ - ⟪A, v⟫_ℝ`, the two sides match, and the goal closes.
